# The multipole series of finitely many planar charges sums to their complex field farther out than every charge

In two-dimensional electrostatics, where a charge's field falls off as 1/r, finitely many point charges `q i`, which may be complex, sit at fixed points `z i` of the complex plane. Their complex field at `w` is the combination E_x − i E_y, which without its constant prefactor equals ∑ q_i / (w − z_i). The theorem `hasSum_field` says that if `w` is farther from the origin than every charge, the series with terms M_k / w^(k+1), for k = 0, 1, 2, …, converges to this field, where M_k = ∑ q_i z_i^k is the k-th moment of the charges. The attempt expands each charge's contribution as a geometric series in z_i / w, whose norm is below 1, and then adds the finitely many series.

An attempt in Lean 4 with a fault in it:

```lean
import Mathlib

open Filter Topology

namespace HasSumField

noncomputable section

variable {ι : Type*} [Fintype ι]

/-- The `k`-th moment `∑ q_i z_i ^ k` of charges `q_i` at points `z_i` of the complex plane. -/
def moment (q z : ι → ℂ) (k : ℕ) : ℂ := ∑ i, q i * z i ^ k

/-- The complex field `∑ q_i / (w - z_i)` of planar charges, without its constant prefactor,
at a point `w` different from every `z_i`. -/
def field (q z : ι → ℂ) (w : ℂ) : ℂ := ∑ i, q i / (w - z i)

/-- At a point `w` farther from the origin than every charge, the field is the sum of the
multipole series with terms `M_k / w ^ (k + 1)`. -/
theorem hasSum_field (q z : ι → ℂ) (w : ℂ) (h : ∀ i, ‖z i‖ < ‖w‖) :
    HasSum (fun k : ℕ => moment q z k / w ^ (k + 1)) (field q z w) := by
  -- each charge contributes a geometric series
  have hterm : ∀ i, HasSum (fun k : ℕ => q i * z i ^ k / w ^ (k + 1)) (q i / (w - z i)) := by
    intro i
    have hpos : 0 < ‖w‖ := (norm_nonneg _).trans_lt (h i)
    have hw : w ≠ 0 := norm_pos_iff.mp hpos
    have hwz : w - z i ≠ 0 := by
      intro e
      have hi := h i
      rw [sub_eq_zero.mp e] at hi
      exact lt_irrefl _ hi
    have hlt : ‖z i / w‖ < 1 := by
      rw [norm_div, div_lt_one hpos]
      exact h i
    convert (hasSum_geometric_of_norm_lt_one hlt).mul_left (q i / w) using 1
    · funext k
      rw [div_pow, pow_succ]
      field_simp
    · have e : 1 - z i / w = (w - z i) / w := by field_simp
      rw [e]
      field_simp
  have hs := hasSum_sum (s := Finset.univ) (fun i _ => hterm i)
  refine hs.congr_fun ?_ |> fun h' => h'
  intro k
  unfold moment
  rw [Finset.sum_div]

end

end HasSumField
```

Compiling this gives:

```
Main.lean:36:6: error: Tactic `apply` failed: could not unify the conclusion of `@funext`
  ?f = ?g
with the goal
  Complex.instAddCommMonoid =
    Complex.instNonUnitalCommRing.toNonUnitalNonAssocCommRing.toNonUnitalNonAssocSemiring.toAddCommMonoid

Note: The full type of `@funext` is
  ∀ {α : Sort ?u.104} {β : α → Sort ?u.103} {f g : (x : α) → β x}, (∀ (x : α), f x = g x) → f = g

case e'_3
ι : Type u_1
inst✝ : Fintype ι
q z : ι → ℂ
w : ℂ
h : ∀ (i : ι), ‖z i‖ < ‖w‖
i : ι
hpos : 0 < ‖w‖
hw : w ≠ 0
hwz : w - z i ≠ 0
hlt : ‖z i / w‖ < 1
⊢ Complex.instAddCommMonoid =
    Complex.instNonUnitalCommRing.toNonUnitalNonAssocCommRing.toNonUnitalNonAssocSemiring.toAddCommMonoid
Main.lean:40:10: error: Tactic `rewrite` failed: Did not find an occurrence of the pattern
  1 - z i / w
in the target expression
  (fun k => q i * z i ^ k / w ^ (k + 1)) = fun i_1 => q i / w * (z i / w) ^ i_1

case e'_5
ι : Type u_1
inst✝ : Fintype ι
q z : ι → ℂ
w : ℂ
h : ∀ (i : ι), ‖z i‖ < ‖w‖
i : ι
hpos : 0 < ‖w‖
hw : w ≠ 0
hwz : w - z i ≠ 0
hlt : ‖z i / w‖ < 1
e : 1 - z i / w = (w - z i) / w
⊢ (fun k => q i * z i ^ k / w ^ (k + 1)) = fun i_1 => q i / w * (z i / w) ^ i_1
Main.lean:23:91: error: unsolved goals
case e'_6
ι : Type u_1
inst✝ : Fintype ι
q z : ι → ℂ
w : ℂ
h : ∀ (i : ι), ‖z i‖ < ‖w‖
i : ι
hpos : 0 < ‖w‖
hw : w ≠ 0
hwz : w - z i ≠ 0
hlt : ‖z i / w‖ < 1
⊢ q i / (w - z i) = q i / w * (1 - z i / w)⁻¹
```

What went wrong. The proof expected two goals from `convert ... using 1`, one for the terms and one for the sum, but got three. The extra one, which came first, asks that two forms of the additive structure on ℂ be equal: `Complex.instAddCommMonoid` and the one reached through the ring structure.

So each bullet met the wrong goal. `funext k` failed because the instances are not functions. `rw [e]` met the equation between the terms, where `1 - z i / w` does not occur. The equation between the sums had no bullet left and stayed unsolved.

The repair states the two intended equations as `hval` and `hfun`, with the same calculations as before, and rewrites the goal with them. Then `exact hg` supplies the geometric series; Lean accepts the two instances as equal by definition, so no separate goal arises.

The diff also replaces the closing step with an explicit equation `hsum` between the terms, a rewrite and `exact hs`. No message concerns the old closing step, so nothing here shows that this change was needed.

As a diff, the version that Lean accepts:

```diff
@@ -33,16 +33,24 @@
       rw [norm_div, div_lt_one hpos]
       exact h i
-    convert (hasSum_geometric_of_norm_lt_one hlt).mul_left (q i / w) using 1
-    · funext k
+    have hg := (hasSum_geometric_of_norm_lt_one hlt).mul_left (q i / w)
+    have hval : q i / w * (1 - z i / w)⁻¹ = q i / (w - z i) := by
+      have e : 1 - z i / w = (w - z i) / w := by field_simp
+      rw [e]
+      field_simp
+    have hfun : (fun k : ℕ => q i / w * (z i / w) ^ k) =
+        fun k : ℕ => q i * z i ^ k / w ^ (k + 1) := by
+      funext k
       rw [div_pow, pow_succ]
       field_simp
-    · have e : 1 - z i / w = (w - z i) / w := by field_simp
-      rw [e]
-      field_simp
+    rw [← hval, ← hfun]
+    exact hg
   have hs := hasSum_sum (s := Finset.univ) (fun i _ => hterm i)
-  refine hs.congr_fun ?_ |> fun h' => h'
-  intro k
-  unfold moment
-  rw [Finset.sum_div]
+  have hsum : (fun k : ℕ => moment q z k / w ^ (k + 1)) =
+      fun k : ℕ => ∑ i, q i * z i ^ k / w ^ (k + 1) := by
+    funext k
+    unfold moment
+    rw [Finset.sum_div]
+  rw [hsum]
+  exact hs
 
 end
```
